# With ordered weights in finite dimension, the minimising ensemble is unique exactly when degenerate states are weighted equally

Give the eigenstates of a Hermitian matrix $H$ fixed weights that do not increase with energy. The ensemble of lowest energy with these weights is unique if and only if states of equal energy carry equal weights. If the weights differ inside a multiplet, the ensemble density matrix is not determined. In Gross-Oliveira-Kohn ensemble DFT this decides, for a Hamiltonian in a finite basis, which choices of weights define one ensemble density matrix.

## Ensembles with fixed weights

The weights $w_i$ are real. Density matrices are the case $w_i\ge0$, $\sum_i w_i=1$, but the proof needs neither condition. $H$ may include the electron interaction. The passage from a finite basis to the full Hilbert space is left open, as is the map from densities to potentials.

```lean
import Mathlib

open Matrix
open scoped Topology

namespace EnsembleUniqueness

variable {ι : Type*} [Fintype ι] [DecidableEq ι]
```

For unitary $U$, `withSpectrum U d` is the matrix with eigenvalues $d_i$ and the columns of $U$ as eigenvectors; `ᴴ` is the dagger.

```lean
/-- The matrix `U diag(d) U†`; for unitary `U` it has eigenvalues `d` and the columns of `U`
as eigenvectors. -/
noncomputable def withSpectrum (U : Matrix ι ι ℂ) (d : ι → ℝ) : Matrix ι ι ℂ :=
  U * diagonal (fun i => (d i : ℂ)) * Uᴴ
```

The energy is $\operatorname{Re}\operatorname{tr}(H\Gamma)$. The competitors are all $\Gamma=U\,\mathrm{diag}(w)\,U^\dagger$ with $U$ unitary, and a minimiser is a competitor that none undercuts.

```lean
/-- The ensemble energy, the real part of `tr(H Γ)`. -/
noncomputable def energy (H Γ : Matrix ι ι ℂ) : ℝ := (H * Γ).trace.re

/-- The matrices unitarily equivalent to `diag(w)`: all ensembles with the weights `w`. -/
def ensembles (w : ι → ℝ) : Set (Matrix ι ι ℂ) :=
  {Γ | ∃ U ∈ unitaryGroup ι ℂ, Γ = withSpectrum U w}

/-- `Γ` is an ensemble with weights `w` whose energy is the lowest among all of these. -/
def IsMinimiser (H : Matrix ι ι ℂ) (w : ι → ℝ) (Γ : Matrix ι ι ℂ) : Prop :=
  Γ ∈ ensembles w ∧ ∀ Γ' ∈ ensembles w, energy H Γ ≤ energy H Γ'
```

## Problems

**(a)** Write out the elements of $\Gamma=U\,\mathrm{diag}(d)\,U^\dagger$:
$$\Gamma_{ij}=\sum_k U_{ik}\,d_k\,U_{jk}^*.$$

*Solution.* Multiply the three matrices; the diagonal one removes one sum.

```lean
lemma withSpectrum_apply (U : Matrix ι ι ℂ) (d : ι → ℝ) (i j : ι) :
    withSpectrum U d i j = ∑ k, U i k * (d k : ℂ) * star (U j k) := by
  rw [withSpectrum, Matrix.mul_apply]
  simp only [Matrix.mul_diagonal, conjTranspose_apply]
```

**(b)** Let $V_\sigma$ be a unitary $V$ with its columns permuted, $(V_\sigma)_{ik}=V_{i\sigma(k)}$. Show that $V_\sigma V_\sigma^\dagger=1$.

*Solution.* $\sum_k V_{i\sigma(k)}V_{j\sigma(k)}^*=\sum_k V_{ik}V_{jk}^*=\delta_{ij}$, by relabelling the sum (`Equiv.sum_comp`).

```lean
lemma permute_mem {V : Matrix ι ι ℂ} (hV : V ∈ unitaryGroup ι ℂ) (σ : Equiv.Perm ι) :
    V.submatrix id σ ∈ unitaryGroup ι ℂ := by
  have h := mem_unitaryGroup_iff.mp hV
  rw [mem_unitaryGroup_iff, ← h]
  ext i j
  rw [Matrix.mul_apply, Matrix.mul_apply]
  exact Equiv.sum_comp σ (fun k => V i k * (star V) k j)
```

**(c)** Permute eigenvalues and eigenvectors together, with $(d\circ\sigma)_k=d_{\sigma(k)}$:
$$V_\sigma\,\mathrm{diag}(d\circ\sigma)\,V_\sigma^\dagger=V\,\mathrm{diag}(d)\,V^\dagger.$$

*Solution.* Insert (a) and relabel the sum again.

```lean
lemma withSpectrum_permute (V : Matrix ι ι ℂ) (d : ι → ℝ) (σ : Equiv.Perm ι) :
    withSpectrum (V.submatrix id σ) (d ∘ σ) = withSpectrum V d := by
  ext a b
  rw [withSpectrum_apply, withSpectrum_apply]
  exact Equiv.sum_comp σ (fun k => V a k * (d k : ℂ) * star (V b k))
```

**(d)** Show that every Hermitian $H$ has the form $H=V\,\mathrm{diag}(E)\,V^\dagger$ with $V$ unitary and $E$ ascending.

*Solution.* The spectral theorem gives some order of the levels. Sort them; (b) keeps the eigenvector matrix unitary and (c) keeps $H$ unchanged.

```lean
/-- Every Hermitian matrix has a spectral form with its levels in ascending order. -/
theorem exists_ordered_levels {n : ℕ} {H : Matrix (Fin n) (Fin n) ℂ} (hH : H.IsHermitian) :
    ∃ V ∈ unitaryGroup (Fin n) ℂ, ∃ E : Fin n → ℝ, Monotone E ∧ H = withSpectrum V E := by
  have h : H = withSpectrum (hH.eigenvectorUnitary : Matrix (Fin n) (Fin n) ℂ)
      hH.eigenvalues := by
    have h := hH.spectral_theorem
    rw [Unitary.conjStarAlgAut_apply] at h
    exact h
  exact ⟨_, permute_mem hH.eigenvectorUnitary.2 (Tuple.sort hH.eigenvalues), _,
    Tuple.monotone_sort hH.eigenvalues, h.trans (withSpectrum_permute _ _ _).symm⟩
```

**(e)** With $M=V^\dagger U$, express the energy by overlaps:
$$\operatorname{Re}\operatorname{tr}(H\Gamma)=\sum_i E_i\sum_j|M_{ij}|^2w_j.$$

*Solution.* Cyclicity gives $\operatorname{tr}(H\Gamma)=\operatorname{tr}\big(\mathrm{diag}(E)\,M\,\mathrm{diag}(w)\,M^\dagger\big)$. By (a), the $i$-th diagonal element of $M\,\mathrm{diag}(w)\,M^\dagger$ is $\sum_j|M_{ij}|^2w_j$, which is real.

```lean
/-- The energy of `U diag(w) U†` for the matrix `V diag(E) V†` is the sum of all `E i * w j`, each
multiplied by the squared modulus of the overlap of column `i` of `V` with column `j` of `U`. -/
theorem energy_eq_overlaps (V U : Matrix ι ι ℂ) (E w : ι → ℝ) :
    energy (withSpectrum V E) (withSpectrum U w) =
      ∑ i, E i * ∑ j, Complex.normSq ((Vᴴ * U) i j) * w j := by
  have h : (withSpectrum V E * withSpectrum U w).trace =
      (diagonal (fun i => (E i : ℂ)) * withSpectrum (Vᴴ * U) w).trace := by
    unfold withSpectrum
    rw [conjTranspose_mul, conjTranspose_conjTranspose, Matrix.mul_assoc V,
      Matrix.mul_assoc V, Matrix.trace_mul_comm]
    simp only [Matrix.mul_assoc]
  have hd : ∀ i, withSpectrum (Vᴴ * U) w i i =
      ((∑ j, Complex.normSq ((Vᴴ * U) i j) * w j : ℝ) : ℂ) := by
    intro i
    rw [withSpectrum_apply, Complex.ofReal_sum]
    refine Finset.sum_congr rfl fun j _ => ?_
    rw [Complex.ofReal_mul, Complex.normSq_eq_conj_mul_self, Complex.star_def]
    ring
  rw [energy, h, Matrix.trace, Complex.re_sum]
  refine Finset.sum_congr rfl fun i _ => ?_
  rw [Matrix.diag_apply, Matrix.diagonal_mul, hd, ← Complex.ofReal_mul, Complex.ofReal_re]
```

**(f)** Evaluate the energy when $\Gamma=V\,\mathrm{diag}(d)\,V^\dagger$ shares the eigenvectors of $H$:
$$\operatorname{Re}\operatorname{tr}(H\Gamma)=\sum_i E_id_i.$$

*Solution.* Here $M=V^\dagger V=1$ in (e).

```lean
lemma energy_common_basis {V : Matrix ι ι ℂ} (hV : V ∈ unitaryGroup ι ℂ) (E d : ι → ℝ) :
    energy (withSpectrum V E) (withSpectrum V d) = ∑ i, E i * d i := by
  rw [energy_eq_overlaps, show Vᴴ * V = 1 from mem_unitaryGroup_iff'.mp hV]
  simp [Matrix.one_apply, apply_ite Complex.normSq]
```

**(g)** Let levels and weights be oppositely ordered: $w_i<w_j$ implies $E_j\le E_i$ (`Antivary E w`). Derive the variational bound
$$\sum_iE_iw_i\le\operatorname{Re}\operatorname{tr}(H\Gamma).$$

*Solution.* $M$ is unitary, so the rows and columns of $|M_{ij}|^2$ sum to one. Birkhoff's theorem gives $|M_{ij}|^2=\sum_\sigma c_\sigma\delta_{\sigma(i)j}$ with $c_\sigma\ge0$ and $\sum_\sigma c_\sigma=1$. The energy becomes $\sum_\sigma c_\sigma\sum_iE_iw_{\sigma(i)}$, and by the rearrangement inequality each inner sum is at least $\sum_iE_iw_i$.

```lean
lemma energy_lower_bound {V U : Matrix ι ι ℂ} (hV : V ∈ unitaryGroup ι ℂ)
    (hU : U ∈ unitaryGroup ι ℂ) {E w : ι → ℝ} (hEw : Antivary E w) :
    ∑ i, E i * w i ≤ energy (withSpectrum V E) (withSpectrum U w) := by
  rw [energy_eq_overlaps]
  have hV' : Vᴴ ∈ unitaryGroup ι ℂ := by
    rw [mem_unitaryGroup_iff, star_eq_conjTranspose, conjTranspose_conjTranspose]
    exact mem_unitaryGroup_iff'.mp hV
  have hM : Vᴴ * U ∈ unitaryGroup ι ℂ := mul_mem hV' hU
  generalize Vᴴ * U = M at hM
  -- the squared overlaps are doubly stochastic
  have hrow : ∀ i, ∑ j, Complex.normSq (M i j) = 1 := by
    intro i
    have h := congrFun (congrFun (mem_unitaryGroup_iff.mp hM) i) i
    rw [Matrix.mul_apply, Matrix.one_apply_eq] at h
    apply Complex.ofReal_injective
    rw [Complex.ofReal_one, ← h, Complex.ofReal_sum]
    exact Finset.sum_congr rfl fun j _ =>
      Complex.normSq_eq_conj_mul_self.trans (mul_comm _ _)
  have hcol : ∀ j, ∑ i, Complex.normSq (M i j) = 1 := by
    intro j
    have h := congrFun (congrFun (mem_unitaryGroup_iff'.mp hM) j) j
    rw [Matrix.mul_apply, Matrix.one_apply_eq] at h
    apply Complex.ofReal_injective
    rw [Complex.ofReal_one, ← h, Complex.ofReal_sum]
    exact Finset.sum_congr rfl fun i _ => Complex.normSq_eq_conj_mul_self
  have hS : Matrix.of (fun i j => Complex.normSq (M i j)) ∈ doublyStochastic ℝ ι :=
    mem_doublyStochastic_iff_sum.mpr ⟨fun i j => Complex.normSq_nonneg (M i j), hrow, hcol⟩
  -- hence a mixture of permutations, for each of which rearrangement applies
  obtain ⟨c, hc0, hc1, hc⟩ := exists_eq_sum_perm_of_mem_doublyStochastic hS
  have key : ∀ i, ∑ j, Complex.normSq (M i j) * w j = ∑ σ, c σ * w (σ i) := by
    intro i
    have hp : ∀ j, Complex.normSq (M i j) =
        ∑ σ : Equiv.Perm ι, c σ * (if σ i = j then 1 else 0) := by
      intro j
      have h := congrFun (congrFun hc i) j
      simpa [Matrix.sum_apply, Equiv.Perm.permMatrix, PEquiv.toMatrix_apply] using h.symm
    simp_rw [hp, Finset.sum_mul]
    rw [Finset.sum_comm]
    exact Finset.sum_congr rfl fun σ _ => by simp
  simp_rw [key]
  calc ∑ i, E i * w i = ∑ σ, c σ * ∑ i, E i * w i := by
        rw [← Finset.sum_mul, hc1, one_mul]
    _ ≤ ∑ σ, c σ * ∑ i, E i * w (σ i) := Finset.sum_le_sum fun σ _ =>
        mul_le_mul_of_nonneg_left hEw.sum_mul_le_sum_mul_comp_perm (hc0 σ)
    _ = ∑ i, E i * ∑ σ, c σ * w (σ i) := by
        simp_rw [Finset.mul_sum]
        rw [Finset.sum_comm]
        exact Finset.sum_congr rfl fun i _ => Finset.sum_congr rfl fun σ _ => by ring
```

**(h)** In the same setting, let $\sigma$ exchange only states of equal energy, $E_{\sigma(k)}=E_k$. Show that $V\,\mathrm{diag}(w\circ\sigma)\,V^\dagger$ is a minimiser.

*Solution.* By (c) with $\sigma^{-1}$ it equals $V_{\sigma^{-1}}\mathrm{diag}(w)V_{\sigma^{-1}}^\dagger$, a competitor. By (f) its energy is $\sum_kE_kw_{\sigma(k)}=\sum_kE_{\sigma(k)}w_{\sigma(k)}=\sum_kE_kw_k$, the bound in (g).

```lean
/-- If levels and weights are oppositely ordered, any permutation of the weights that only
exchanges states of equal energy gives a minimiser. -/
theorem isMinimiser_permute {V : Matrix ι ι ℂ} (hV : V ∈ unitaryGroup ι ℂ) {E w : ι → ℝ}
    (hEw : Antivary E w) (σ : Equiv.Perm ι) (hσ : ∀ k, E (σ k) = E k) :
    IsMinimiser (withSpectrum V E) w (withSpectrum V (w ∘ σ)) := by
  constructor
  · refine ⟨_, permute_mem hV σ⁻¹, ?_⟩
    rw [← withSpectrum_permute V (w ∘ σ) σ⁻¹]
    congr 1
    ext k
    simp
  · rintro _ ⟨U, hU, rfl⟩
    have h : ∑ k, E k * (w ∘ σ) k = ∑ k, E k * w k := by
      rw [← Equiv.sum_comp σ (fun k => E k * w k)]
      exact Finset.sum_congr rfl fun k _ => by rw [hσ, Function.comp_apply]
    rw [energy_common_basis hV, h]
    exact energy_lower_bound hV hU hEw
```

**(i)** Let $D=V\,\mathrm{diag}(w)\,V^\dagger$ and $\Gamma=U\,\mathrm{diag}(w)\,U^\dagger$. Show that
$$\operatorname{Re}\operatorname{tr}(D\Gamma)\ge\sum_iw_i^2\ \Rightarrow\ \Gamma=D.$$

*Solution.* Both matrices are Hermitian, and (f) gives $\operatorname{tr}\Gamma^2=\operatorname{tr}D^2=\sum_iw_i^2$. Hence
$$\sum_{ij}|\Gamma_{ij}-D_{ij}|^2=2\sum_iw_i^2-2\operatorname{Re}\operatorname{tr}(D\Gamma)\le0,$$
so every term vanishes. In the code `energy` also denotes this overlap, with $D$ in the place of $H$.

```lean
/-- Two ensembles with the same weights coincide if their overlap `tr(D Γ)` is at least
the sum of the squared weights. -/
theorem eq_of_overlap {V U : Matrix ι ι ℂ} (hV : V ∈ unitaryGroup ι ℂ)
    (hU : U ∈ unitaryGroup ι ℂ) {w : ι → ℝ}
    (h : ∑ i, w i * w i ≤ energy (withSpectrum V w) (withSpectrum U w)) :
    withSpectrum U w = withSpectrum V w := by
  have hG := energy_common_basis hU w w
  have hD := energy_common_basis hV w w
  have hherm : ∀ W : Matrix ι ι ℂ, (withSpectrum W w)ᴴ = withSpectrum W w := by
    intro W
    ext i j
    rw [conjTranspose_apply, withSpectrum_apply, withSpectrum_apply, star_sum]
    refine Finset.sum_congr rfl fun k _ => ?_
    simp only [Complex.star_def, map_mul, Complex.conj_ofReal, Complex.conj_conj]
    ring
  have hG' := hherm U
  have hD' := hherm V
  generalize withSpectrum U w = G at *
  generalize withSpectrum V w = D at *
  -- the squared Hilbert-Schmidt distance is not positive
  have hle : ((G - D)ᴴ * (G - D)).trace.re ≤ 0 := by
    rw [conjTranspose_sub, hG', hD', Matrix.sub_mul, Matrix.mul_sub, Matrix.mul_sub,
      Matrix.trace_sub, Matrix.trace_sub, Matrix.trace_sub, Matrix.trace_mul_comm G D]
    simp only [Complex.sub_re]
    unfold energy at h hG hD
    linarith
  have hsum : ((G - D)ᴴ * (G - D)).trace.re =
      ∑ i, ∑ j, Complex.normSq ((G - D) j i) := by
    rw [Matrix.trace, Complex.re_sum]
    refine Finset.sum_congr rfl fun i _ => ?_
    rw [Matrix.diag_apply, Matrix.mul_apply, Complex.re_sum]
    refine Finset.sum_congr rfl fun j _ => ?_
    rw [conjTranspose_apply, Complex.star_def, ← Complex.normSq_eq_conj_mul_self,
      Complex.ofReal_re]
  rw [hsum] at hle
  ext a b
  have h1 : Complex.normSq ((G - D) a b) ≤ ∑ j, Complex.normSq ((G - D) j b) :=
    Finset.single_le_sum (f := fun j => Complex.normSq ((G - D) j b))
      (fun j _ => Complex.normSq_nonneg _) (Finset.mem_univ a)
  have h2 : ∑ j, Complex.normSq ((G - D) j b) ≤ ∑ i, ∑ j, Complex.normSq ((G - D) j i) :=
    Finset.single_le_sum (f := fun i => ∑ j, Complex.normSq ((G - D) j i))
      (fun i _ => Finset.sum_nonneg fun j _ => Complex.normSq_nonneg _) (Finset.mem_univ b)
  have h3 : (G - D) a b = 0 :=
    Complex.normSq_eq_zero.mp (le_antisymm (by linarith) (Complex.normSq_nonneg _))
  exact sub_eq_zero.mp h3
```

**(j)** Let levels and weights be oppositely ordered, and let equal levels carry equal weights. Find $\varepsilon>0$ such that
$$w_i<w_j\ \Rightarrow\ E_j+\varepsilon w_j\le E_i+\varepsilon w_i.$$

*Solution.* For such a pair $E_j\le E_i$, and equality would force $w_i=w_j$. So $E_i-E_j>0$, and any $\varepsilon\le(E_i-E_j)/(w_j-w_i)$ serves this pair. There are finitely many pairs, so one $\varepsilon$ serves all. Lean obtains it from continuity at $\varepsilon=0$.

```lean
omit [DecidableEq ι] in
/-- If levels and weights are oppositely ordered and equal levels carry equal weights, the
levels can be shifted by a small positive multiple of the weights without losing the order. -/
theorem exists_stable_shift {E w : ι → ℝ} (hEw : Antivary E w)
    (h : ∀ i j, E i = E j → w i = w j) :
    ∃ ε : ℝ, 0 < ε ∧ Antivary (fun i => E i + ε * w i) w := by
  have hev : ∀ᶠ ε in 𝓝[>] (0 : ℝ), ∀ i j, w i < w j →
      E j + ε * w j ≤ E i + ε * w i := by
    refine Filter.eventually_all.2 fun i => Filter.eventually_all.2 fun j => ?_
    by_cases hw : w i < w j
    · have hlt : E j < E i := lt_of_le_of_ne (hEw hw) fun he => hw.ne' (h j i he)
      have h0 : ∀ᶠ ε in 𝓝 (0 : ℝ), E j + ε * w j < E i + ε * w i :=
        ContinuousAt.eventually_lt (by fun_prop) (by fun_prop) (by simpa using hlt)
      exact (h0.filter_mono nhdsWithin_le_nhds).mono fun ε he _ => he.le
    · exact Filter.Eventually.of_forall fun ε h' => absurd h' hw
  obtain ⟨ε, hε, hpos⟩ := (hev.and self_mem_nhdsWithin).exists
  exact ⟨ε, hpos, fun i j hij => hε i j hij⟩
```

**(k)** For $E$ ascending and $w$ descending (ties allowed), prove
$$\exists!\,\text{minimiser}\iff\big(E_i=E_j\Rightarrow w_i=w_j\ \text{for all } i,j\big).$$

*Solution.* Suppose the minimiser is unique and $E_i=E_j$. By (h), the identity and the swap of $i$ and $j$ both give minimisers, which therefore coincide. Their $i$-th diagonal elements in the eigenbasis are $w_i$ and $w_j$, so these are equal. Lean reads them off as energies for the projector on state $i$.

Conversely, $D$ from (i) is a minimiser by (h). Any minimiser $\Gamma$ has energy at most $\sum_iE_iw_i$. Apply (g) to $H+\varepsilon D$, with $\varepsilon$ from (j):
$$\sum_iE_iw_i+\varepsilon\sum_iw_i^2\le\operatorname{Re}\operatorname{tr}(H\Gamma)+\varepsilon\operatorname{Re}\operatorname{tr}(D\Gamma)\le\sum_iE_iw_i+\varepsilon\operatorname{Re}\operatorname{tr}(D\Gamma).$$
Cancel, divide by $\varepsilon$, and (i) gives $\Gamma=D$.

```lean
/-- For ascending levels `E` of `H` and descending real weights `w`, the energy minimiser among
the matrices unitarily equivalent to `diag(w)` is unique if and only if states of equal energy
carry equal weights. -/
theorem unique_minimiser_iff {n : ℕ} {H V : Matrix (Fin n) (Fin n) ℂ} {E w : Fin n → ℝ}
    (hV : V ∈ unitaryGroup (Fin n) ℂ) (hH : H = withSpectrum V E)
    (hE : Monotone E) (hw : Antitone w) :
    (∃! Γ, IsMinimiser H w Γ) ↔ ∀ i j, E i = E j → w i = w j := by
  subst hH
  have hEw : Antivary E w := hE.antivary hw
  constructor
  · -- exchanging two weights inside a multiplet gives a minimiser again, hence the same one
    rintro ⟨Γ, _, huniq⟩ i j hij
    have hs : ∀ k, E (Equiv.swap i j k) = E k := by
      intro k
      rw [Equiv.swap_apply_def]
      split_ifs with h1 h2
      · rw [h1, hij]
      · rw [h2, hij]
      · rfl
    have h1 := huniq _ (isMinimiser_permute hV hEw 1 fun _ => rfl)
    have h2 := huniq _ (isMinimiser_permute hV hEw (Equiv.swap i j) hs)
    have h3 := congrArg (energy (withSpectrum V (Pi.single i 1))) (h1.trans h2.symm)
    rw [energy_common_basis hV, energy_common_basis hV] at h3
    simpa [Pi.single_apply] using h3
  · intro h
    refine ⟨withSpectrum V w, isMinimiser_permute hV hEw 1 fun _ => rfl, ?_⟩
    rintro _ ⟨⟨U, hU, rfl⟩, hmin⟩
    have hle := hmin _ ⟨V, hV, rfl⟩
    rw [energy_common_basis hV] at hle
    -- the lower bound for the shifted levels controls the overlap with the minimiser
    obtain ⟨ε, hε, hshift⟩ := exists_stable_shift hEw h
    have hb := energy_lower_bound hV hU hshift
    have hlin : energy (withSpectrum V fun i => E i + ε * w i) (withSpectrum U w) =
        energy (withSpectrum V E) (withSpectrum U w) +
          ε * energy (withSpectrum V w) (withSpectrum U w) := by
      simp only [energy_eq_overlaps]
      rw [Finset.mul_sum, ← Finset.sum_add_distrib]
      exact Finset.sum_congr rfl fun i _ => by ring
    have hsum : ∑ i, (E i + ε * w i) * w i = ∑ i, E i * w i + ε * ∑ i, w i * w i := by
      rw [Finset.mul_sum, ← Finset.sum_add_distrib]
      exact Finset.sum_congr rfl fun i _ => by ring
    rw [hlin, hsum] at hb
    exact eq_of_overlap hV hU (le_of_mul_le_mul_left (by linarith) hε)

end EnsembleUniqueness
```

```lean
#print axioms EnsembleUniqueness.exists_ordered_levels
-- 'EnsembleUniqueness.exists_ordered_levels' depends on axioms: [propext, Classical.choice, Quot.sound]
#print axioms EnsembleUniqueness.unique_minimiser_iff
-- 'EnsembleUniqueness.unique_minimiser_iff' depends on axioms: [propext, Classical.choice, Quot.sound]
```

## A cut doublet, and weights out of order

Take a three-state calculation with a nondegenerate ground state $|g\rangle$ and an excited doublet. Weights $(\tfrac12,\tfrac12,0)$ give $\tfrac12|g\rangle\langle g|+\tfrac12|\phi\rangle\langle\phi|$, where $|\phi\rangle$ is whichever unit vector of the doublet the diagonaliser returns first. Weights $(\tfrac12,\tfrac14,\tfrac14)$ remove this dependence.

If the weights may come in any order, the criterion in (k) fails. For $E=(0,0,1)$ and $w=(\tfrac14,\tfrac14,\tfrac12)$, equal levels carry equal weights. The minimum, however, puts $\tfrac12$ and $\tfrac14$ on the lower doublet, in any orthonormal basis of it, so the minimiser is not unique.
